# A degenerate level of a group-averaged Hermitian operator can be split without breaking the symmetry exactly when it is reducible

Let $U$ be a unitary representation of a finite group $G$ on a finite-dimensional complex Hilbert space, let $A$ be Hermitian, and let

$$B=\frac1{|G|}\sum_{g\in G}U(g)\,A\,U(g)^*.$$

I symmetrise an operator this way in a response calculation and find a degenerate eigenspace $W$ of $B$. I would like to say that symmetry protects the degeneracy. But could a perturbation that passes through the same average unchanged still split $W$?

## Reducible levels are unprotected

Yes, if $W$ is reducible. Call a subspace $S$ invariant if $U(g)S\subseteq S$ for all $g$, and reducible if it has an invariant subspace other than $0$ and itself. Let $\mu$ be the eigenvalue of $B$ on $W$, and $t\neq0$ a real number.

**The average is symmetric.** Since $U(g)^*=U(hg)^*U(h)$, relabelling $k=hg$ gives

$$U(h)B=\frac1{|G|}\sum_k U(k)AU(k)^*U(h)=BU(h).$$

Each summand is Hermitian, so $B$ is too. If $Bx=\mu x$, then $BU(g)x=U(g)Bx=\mu U(g)x$, so $W$ is invariant.

**The projector survives averaging.** Let $S\subseteq W$ be invariant, with $S\ne0$ and $S\ne W$, and let $P$ be its orthogonal projector. Then $U(g)Px\in S$, and for $w\in S$

$$\langle U(g)(x-Px),w\rangle=\langle x-Px,U(g^{-1})w\rangle=0.$$

Hence $PU(g)x=U(g)Px$. Every term $U(g)PU(g)^*$ equals $P$, and so does the average.

**The level splits.** For $x\in W$,

$$(B+tP)x=\mu x+tPx.$$

This equals $(\mu+t)x$ exactly when $x\in S$, and $\mu x$ exactly when $x\perp S$. Both cases have nonzero vectors in $W$: any nonzero element of $S$, and $w-Pw$ for any $w\in W$ outside $S$. As $t$ is real, $B+tP$ is Hermitian.

**Conversely,** suppose that $V$ commutes with $U$ and that $B+V$ has eigenvectors $x,y\in W$ with eigenvalues $a\ne b$. Then $W\cap\ker(B+V-a)$ is invariant, contains $x$ and omits $y$, so $W$ is reducible.

The smallest level that can split is two-dimensional. Take two sites exchanged by permutations and the staggered potential $A=\mathrm{diag}(1,-1)$. Then $B=0$ and $W=\mathbb C^2$. With $P$ the projector onto $(1,1)/\sqrt2$, that vector moves to $t$ while $(1,-1)/\sqrt2$ stays at $0$.

For symmetrised operators in a finite basis, with a finite group of unitary symmetries, degeneracy alone therefore does not prove symmetry protection.

## What the Lean statements say

`U : G →* (E ≃ₗᵢ[ℂ] E)` is the representation by linear isometric equivalences, so `U g⁻¹` serves as the adjoint of `U g`. `IsSymmetric` means Hermitian, and `groupAverage U A` is $B$. `HasTwoLevels` asks for nonzero eigenvectors inside $W$ with two distinct eigenvalues.

`projector_splits_eigenspace` gives the averaging identity, Hermiticity and the splitting; `splitting_iff_reducible` gives the equivalence. Antiunitary operations such as time reversal, infinite groups and infinite-dimensional spaces lie beyond these two theorems.

Splitting could also be defined by the compression of $V$ to $W$, as in first-order degenerate perturbation theory. That would also admit perturbations that mix $W$ with other levels so that no nonzero vector of $W$ remains an eigenvector, and the eigenvalues would be first-order shifts instead of exact perturbed levels. The reducibility criterion would be the same, because the compression also commutes with $U$.

```lean
import Mathlib

open scoped InnerProductSpace

namespace SymmetryAllowedSplitting

noncomputable section

variable {G : Type*} [Group G] {E : Type*} [NormedAddCommGroup E] [InnerProductSpace ℂ E]

/-- A subspace is invariant if every symmetry operation maps it into itself. -/
def Invariant (U : G →* (E ≃ₗᵢ[ℂ] E)) (S : Submodule ℂ E) : Prop :=
  ∀ g, ∀ x ∈ S, U g x ∈ S

/-- The operator `V` commutes with every symmetry operation. -/
def CommutesWith (U : G →* (E ≃ₗᵢ[ℂ] E)) (V : E →ₗ[ℂ] E) : Prop :=
  ∀ g x, V (U g x) = U g (V x)

/-- The operator `V` has eigenvectors in `W` for two distinct eigenvalues. -/
def HasTwoLevels (V : E →ₗ[ℂ] E) (W : Submodule ℂ E) : Prop :=
  ∃ a b : ℂ, a ≠ b ∧ (∃ x ∈ W, x ≠ 0 ∧ V x = a • x) ∧ (∃ y ∈ W, y ≠ 0 ∧ V y = b • y)

/-- The group average of `U(g) A U(g)*`, where the adjoint of `U(g)` is `U(g⁻¹)`. -/
def groupAverage [Fintype G] (U : G →* (E ≃ₗᵢ[ℂ] E)) (A : E →ₗ[ℂ] E) : E →ₗ[ℂ] E where
  toFun x := (Fintype.card G : ℂ)⁻¹ • ∑ g, U g (A (U g⁻¹ x))
  map_add' x y := by simp only [map_add, Finset.sum_add_distrib, smul_add]
  map_smul' c x := by
    simp only [map_smul, ← Finset.smul_sum, RingHom.id_apply]
    exact smul_comm _ _ _

/-- The orthogonal projector onto the subspace `S`. -/
def projector [FiniteDimensional ℂ E] (S : Submodule ℂ E) : E →ₗ[ℂ] E :=
  (S.starProjection : E →ₗ[ℂ] E)

/-- A symmetry operation moves across the inner product as its inverse. -/
theorem inner_rep (U : G →* (E ≃ₗᵢ[ℂ] E)) (g : G) (x y : E) :
    ⟪U g x, y⟫_ℂ = ⟪x, U g⁻¹ y⟫_ℂ := by
  have h : U g (U g⁻¹ y) = y := by
    change (U g * U g⁻¹) y = y
    rw [← map_mul, mul_inv_cancel, map_one]
    rfl
  calc ⟪U g x, y⟫_ℂ = ⟪U g x, U g (U g⁻¹ y)⟫_ℂ := by rw [h]
    _ = ⟪x, U g⁻¹ y⟫_ℂ := (U g).inner_map_map _ _

/-- The group average of any operator commutes with every symmetry operation. -/
theorem average_commutes [Fintype G] (U : G →* (E ≃ₗᵢ[ℂ] E)) (A : E →ₗ[ℂ] E) :
    CommutesWith U (groupAverage U A) := by
  intro h x
  have hm : ∀ a b z, U (a * b) z = U a (U b z) := fun a b z => by rw [map_mul]; rfl
  change (Fintype.card G : ℂ)⁻¹ • ∑ g, U g (A (U g⁻¹ (U h x))) =
    U h ((Fintype.card G : ℂ)⁻¹ • ∑ g, U g (A (U g⁻¹ x)))
  rw [map_smul, map_sum]
  congr 1
  -- relabel the group elements by left multiplication with `h`
  refine (Fintype.sum_equiv (Equiv.mulLeft h) _ _ fun g => ?_).symm
  change U h (U g (A (U g⁻¹ x))) = U (h * g) (A (U (h * g)⁻¹ (U h x)))
  have hk : (h * g)⁻¹ * h = g⁻¹ := by group
  rw [← hm (h * g)⁻¹ h x, hk, hm h g]

/-- The group average of a Hermitian operator is Hermitian. -/
theorem average_isSymmetric [Fintype G] (U : G →* (E ≃ₗᵢ[ℂ] E)) {A : E →ₗ[ℂ] E}
    (hA : A.IsSymmetric) : (groupAverage U A).IsSymmetric := by
  intro x y
  change ⟪(Fintype.card G : ℂ)⁻¹ • ∑ g, U g (A (U g⁻¹ x)), y⟫_ℂ =
    ⟪x, (Fintype.card G : ℂ)⁻¹ • ∑ g, U g (A (U g⁻¹ y))⟫_ℂ
  have hc : starRingEnd ℂ ((Fintype.card G : ℂ)⁻¹) = (Fintype.card G : ℂ)⁻¹ := by simp
  rw [inner_smul_left, inner_smul_right, hc, sum_inner, inner_sum]
  congr 1
  refine Finset.sum_congr rfl fun g _ => ?_
  rw [inner_rep, hA (U g⁻¹ x) (U g⁻¹ y), inner_rep U g⁻¹, inv_inv]

/-- An operator equals its own group average exactly when it commutes with every symmetry
operation. -/
theorem average_eq_self_iff [Fintype G] (U : G →* (E ≃ₗᵢ[ℂ] E)) (V : E →ₗ[ℂ] E) :
    groupAverage U V = V ↔ CommutesWith U V := by
  refine ⟨fun h => h ▸ average_commutes U V, fun hV => LinearMap.ext fun x => ?_⟩
  have hterm : ∀ g, U g (V (U g⁻¹ x)) = V x := fun g => by
    rw [hV g⁻¹ x]
    change (U g * U g⁻¹) (V x) = V x
    rw [← map_mul, mul_inv_cancel, map_one]
    rfl
  change (Fintype.card G : ℂ)⁻¹ • ∑ g, U g (V (U g⁻¹ x)) = V x
  have hcard : (Fintype.card G : ℂ) ≠ 0 := Nat.cast_ne_zero.mpr Fintype.card_ne_zero
  rw [Finset.sum_congr rfl fun g _ => hterm g, Finset.sum_const, Finset.card_univ,
    ← Nat.cast_smul_eq_nsmul ℂ, smul_smul, inv_mul_cancel₀ hcard, one_smul]

/-- Every eigenspace of an operator that commutes with the symmetry operations is invariant. -/
theorem eigenspace_invariant (U : G →* (E ≃ₗᵢ[ℂ] E)) {V : E →ₗ[ℂ] E}
    (hV : CommutesWith U V) (μ : ℂ) : Invariant U (Module.End.eigenspace V μ) := by
  intro g x hx
  rw [Module.End.mem_eigenspace_iff] at hx ⊢
  rw [hV g x, hx, map_smul]

/-- The orthogonal projector onto an invariant subspace commutes with every symmetry
operation. -/
theorem projector_commutes [FiniteDimensional ℂ E] (U : G →* (E ≃ₗᵢ[ℂ] E))
    {S : Submodule ℂ E} (hS : Invariant U S) : CommutesWith U (projector S) := by
  intro g x
  change S.starProjection (U g x) = U g (S.starProjection x)
  apply Submodule.eq_starProjection_of_mem_of_inner_eq_zero
  · exact hS g _ (Submodule.starProjection_apply_mem S x)
  · intro w hw
    rw [← map_sub, inner_rep]
    exact Submodule.starProjection_inner_eq_zero x _ (hS g⁻¹ w hw)

/-- Let `x` satisfy `H x = μ x` and let `t ≠ 0`. Under `H + t P`, with `P` the projector onto
`S`, `x` obeys the eigenvalue equation for `μ + t` exactly when it lies in `S`, and for `μ`
exactly when it is orthogonal to `S`. -/
theorem perturbed_levels [FiniteDimensional ℂ E] {H : E →ₗ[ℂ] E} (S : Submodule ℂ E)
    {μ : ℂ} {x : E} (hx : H x = μ • x) {t : ℝ} (ht : t ≠ 0) :
    ((H + (t : ℂ) • projector S) x = (μ + t) • x ↔ x ∈ S) ∧
      ((H + (t : ℂ) • projector S) x = μ • x ↔ x ∈ Sᗮ) := by
  have ht' : (t : ℂ) ≠ 0 := Complex.ofReal_ne_zero.mpr ht
  have h1 : (H + (t : ℂ) • projector S) x = μ • x + (t : ℂ) • S.starProjection x := by
    rw [LinearMap.add_apply, LinearMap.smul_apply, hx]
    rfl
  rw [h1]
  constructor
  · rw [add_smul, add_right_inj, ← Submodule.starProjection_eq_self_iff]
    exact ⟨fun h => smul_right_injective E ht' h, fun h => by rw [h]⟩
  · rw [add_eq_left, smul_eq_zero, or_iff_right ht', Submodule.mem_orthogonal']
    constructor
    · intro h w hw
      have h2 := Submodule.starProjection_inner_eq_zero (K := S) x w hw
      rwa [h, sub_zero] at h2
    · intro h
      apply Submodule.eq_starProjection_of_mem_of_inner_eq_zero S.zero_mem
      intro w hw
      rw [sub_zero]
      exact h w hw

/-- Let `B` be the group average of a Hermitian `A`, and `S` a nonzero invariant proper subspace
of an eigenspace of `B`, with projector `P`. Then `P` is its own group average, and for real
`t ≠ 0` the operator `B + t P` is Hermitian with two distinct eigenvalues on that eigenspace. -/
theorem projector_splits_eigenspace [Fintype G] [FiniteDimensional ℂ E]
    (U : G →* (E ≃ₗᵢ[ℂ] E)) {A : E →ₗ[ℂ] E} (hA : A.IsSymmetric) {μ : ℂ}
    {S : Submodule ℂ E} (hSW : S ≤ Module.End.eigenspace (groupAverage U A) μ)
    (h0 : S ≠ ⊥) (h1 : S ≠ Module.End.eigenspace (groupAverage U A) μ)
    (hS : Invariant U S) {t : ℝ} (ht : t ≠ 0) :
    groupAverage U (projector S) = projector S ∧
      (groupAverage U A + (t : ℂ) • projector S).IsSymmetric ∧
      HasTwoLevels (groupAverage U A + (t : ℂ) • projector S)
        (Module.End.eigenspace (groupAverage U A) μ) := by
  refine ⟨(average_eq_self_iff U _).mpr (projector_commutes U hS), ?_, ?_⟩
  · intro x y
    have hP : ⟪projector S x, y⟫_ℂ = ⟪x, projector S y⟫_ℂ :=
      Submodule.inner_starProjection_left_eq_right S x y
    simp only [LinearMap.add_apply, LinearMap.smul_apply, inner_add_left, inner_add_right,
      inner_smul_left, inner_smul_right, Complex.conj_ofReal]
    rw [average_isSymmetric U hA x y, hP]
  · obtain ⟨x, hxS, hx0⟩ := Submodule.exists_mem_ne_zero_of_ne_bot h0
    obtain ⟨w, hwW, hwS⟩ := SetLike.exists_of_lt (lt_of_le_of_ne hSW h1)
    have hPw : S.starProjection w ∈ S := Submodule.starProjection_apply_mem S w
    -- the part of `w` orthogonal to `S` stays at the old level
    have hyW := Submodule.sub_mem _ hwW (hSW hPw)
    refine ⟨μ + t, μ, by simpa using ht, ⟨x, hSW hxS, hx0, ?_⟩,
      ⟨w - S.starProjection w, hyW, ?_, ?_⟩⟩
    · exact (perturbed_levels S (Module.End.mem_eigenspace_iff.mp (hSW hxS)) ht).1.mpr hxS
    · intro h
      rw [sub_eq_zero] at h
      exact hwS (h ▸ hPw)
    · refine (perturbed_levels S (Module.End.mem_eigenspace_iff.mp hyW) ht).2.mpr ?_
      rw [Submodule.mem_orthogonal']
      exact Submodule.starProjection_inner_eq_zero w

/-- An eigenspace of the group average of a Hermitian operator can be split by a Hermitian
perturbation that commutes with the symmetry operations exactly when it contains a nonzero
invariant proper subspace. -/
theorem splitting_iff_reducible [Fintype G] [FiniteDimensional ℂ E]
    (U : G →* (E ≃ₗᵢ[ℂ] E)) {A : E →ₗ[ℂ] E} (hA : A.IsSymmetric) (μ : ℂ) :
    (∃ V : E →ₗ[ℂ] E, V.IsSymmetric ∧ CommutesWith U V ∧
      HasTwoLevels (groupAverage U A + V) (Module.End.eigenspace (groupAverage U A) μ)) ↔
    ∃ S : Submodule ℂ E, S ≤ Module.End.eigenspace (groupAverage U A) μ ∧ S ≠ ⊥ ∧
      S ≠ Module.End.eigenspace (groupAverage U A) μ ∧ Invariant U S := by
  constructor
  · rintro ⟨V, -, hV, a, b, hab, ⟨x, hxW, hx0, hx⟩, ⟨y, hyW, hy0, hy⟩⟩
    have hB := average_commutes U A
    have hBV : CommutesWith U (groupAverage U A + V) := fun g z => by
      rw [LinearMap.add_apply, LinearMap.add_apply, hB g z, hV g z, map_add]
    -- one perturbed level inside the eigenspace is the required subspace
    refine ⟨Module.End.eigenspace (groupAverage U A) μ ⊓
      Module.End.eigenspace (groupAverage U A + V) a, inf_le_left, ?_, ?_, ?_⟩
    · exact (Submodule.ne_bot_iff _).mpr
        ⟨x, ⟨hxW, Module.End.mem_eigenspace_iff.mpr hx⟩, hx0⟩
    · intro h
      have hya := Module.End.mem_eigenspace_iff.mp (inf_eq_left.mp h hyW)
      exact hab (smul_left_injective ℂ hy0 (hya.symm.trans hy))
    · exact fun g z hz => ⟨eigenspace_invariant U hB μ g z hz.1,
        eigenspace_invariant U hBV a g z hz.2⟩
  · rintro ⟨S, hSW, h0, h1, hS⟩
    refine ⟨projector S, fun x y => Submodule.inner_starProjection_left_eq_right S x y,
      projector_commutes U hS, ?_⟩
    have h := (projector_splits_eigenspace U hA hSW h0 h1 hS one_ne_zero).2.2
    simpa only [Complex.ofReal_one, one_smul] using h

/-- Permutations of two sites acting on the amplitudes at these sites. -/
def siteRep : Equiv.Perm (Fin 2) →* (EuclideanSpace ℂ (Fin 2) ≃ₗᵢ[ℂ] EuclideanSpace ℂ (Fin 2)) where
  toFun σ := LinearIsometryEquiv.piLpCongrLeft 2 ℂ ℂ σ
  map_one' := by ext x i; rfl
  map_mul' σ τ := by ext x i; rfl

/-- The staggered potential: `+1` on the first site and `-1` on the second. -/
def staggered : EuclideanSpace ℂ (Fin 2) →ₗ[ℂ] EuclideanSpace ℂ (Fin 2) where
  toFun x := !₂[x 0, -x 1]
  map_add' x y := by ext i; fin_cases i <;> simp [add_comm]
  map_smul' c x := by ext i; fin_cases i <;> simp

/-- The line of vectors with equal amplitudes on both sites. -/
def uniformLine : Submodule ℂ (EuclideanSpace ℂ (Fin 2)) :=
  Submodule.span ℂ {WithLp.toLp 2 fun _ => 1}

/-- The staggered potential is Hermitian, and the uniform line is a nonzero invariant proper
subspace of the eigenspace of its site-permutation average for eigenvalue zero. -/
theorem splitting_witness :
    staggered.IsSymmetric ∧ Invariant siteRep uniformLine ∧
      uniformLine ≤ Module.End.eigenspace (groupAverage siteRep staggered) 0 ∧
      uniformLine ≠ ⊥ ∧
      uniformLine ≠ Module.End.eigenspace (groupAverage siteRep staggered) 0 := by
  have hU : ∀ σ x i, siteRep σ x i = x (σ⁻¹ i) := fun _ _ _ => rfl
  have huniv : (Finset.univ : Finset (Equiv.Perm (Fin 2))) = {1, Equiv.swap 0 1} := by decide
  -- the two site arrangements cancel in the average
  have hW : ∀ x, x ∈ Module.End.eigenspace (groupAverage siteRep staggered) 0 := by
    intro x
    rw [Module.End.mem_eigenspace_iff, zero_smul]
    change (Fintype.card (Equiv.Perm (Fin 2)) : ℂ)⁻¹ •
      ∑ g, siteRep g (staggered (siteRep g⁻¹ x)) = 0
    rw [huniv, Finset.sum_pair (by decide)]
    ext i
    fin_cases i <;> simp [hU, staggered]
  refine ⟨?_, ?_, fun x _ => hW x, ?_, ?_⟩
  · intro x y
    simp [staggered, PiLp.inner_apply, Fin.sum_univ_two]
  · intro g x hx
    obtain ⟨c, rfl⟩ := Submodule.mem_span_singleton.mp hx
    rw [map_smul]
    exact Submodule.smul_mem _ c (Submodule.mem_span_singleton_self _)
  · intro h
    have h1 : (WithLp.toLp 2 fun _ => 1 : EuclideanSpace ℂ (Fin 2)) ∈ uniformLine :=
      Submodule.mem_span_singleton_self _
    rw [h, Submodule.mem_bot] at h1
    have h2 := congrArg (fun v : EuclideanSpace ℂ (Fin 2) => v 0) h1
    simp at h2
  · intro h
    have h1 : (!₂[1, 0] : EuclideanSpace ℂ (Fin 2)) ∈ uniformLine := h ▸ hW _
    obtain ⟨c, hc⟩ := Submodule.mem_span_singleton.mp h1
    have h2 := congrArg (fun v : EuclideanSpace ℂ (Fin 2) => v 0) hc
    have h3 := congrArg (fun v : EuclideanSpace ℂ (Fin 2) => v 1) hc
    simp at h2 h3
    exact one_ne_zero (h2.symm.trans h3)

end

end SymmetryAllowedSplitting
```

```lean
#print axioms SymmetryAllowedSplitting.splitting_iff_reducible
-- 'SymmetryAllowedSplitting.splitting_iff_reducible' depends on axioms: [propext, Classical.choice, Quot.sound]
```

## From the group sum to the split level

`average_commutes` relabels the sum with `Equiv.mulLeft h`. `average_isSymmetric` moves operators across the inner product using `inner_rep`, and `eigenspace_invariant` gives the invariance of $W$.

`projector_commutes` uses the uniqueness of the orthogonal decomposition, and `average_eq_self_iff` turns commutation into equality with the average. `perturbed_levels` contains the two eigenvalue equivalences; `projector_splits_eigenspace` supplies the vectors `x` and `w - S.starProjection w`.

For the converse, `splitting_iff_reducible` forms the intersection `⊓` of the two eigenspaces. It discards the Hermiticity of `V`, which this direction does not need. The other direction takes $V=P$, the case $t=1$.

`splitting_witness` checks the two-site example against the hypotheses on $A$ and $S$, using the unnormalised vector $(1,1)$ to span the uniform line.
